# The limit of r²V at the nucleus for an ionic pseudopotential from radial inversion

An ionic pseudopotential V is obtained by inverting the one-electron radial equation, in atomic units, for a pseudo-orbital u = rᵐg of energy e and angular momentum l, and subtracting a valence potential W. The lemma states that r²V tends to (m(m−1) − l(l+1))/2 as r tends to 0 through positive values. It assumes that g is twice continuously differentiable, that g(0) ≠ 0 and that r²W tends to 0; u need not be normalised, since V depends on u only through the ratio u″/u. The proof writes r²V, close to the nucleus where g has no node, as a sum in which only the centrifugal mismatch survives, and takes the limit term by term.

The failing Lean file:

```lean
import Mathlib

open Filter Topology

namespace TendstoSqMulIonicPotential

noncomputable section

/-- The radial pseudo-orbital `u(r) = r^m g(r)`. -/
def orbital (m : ℕ) (g : ℝ → ℝ) (r : ℝ) : ℝ := r ^ m * g r

/-- The ionic pseudopotential, in atomic units, obtained by inverting the radial equation for the
orbital `u` of energy `e` and angular momentum `l` and subtracting the valence potential `W`. The
inversion is meaningful at `r > 0` with `u r ≠ 0`, for twice differentiable `u`; the Lean function
is defined for every real `r`, with division by zero returning 0. -/
def ionicPotential (e : ℝ) (l : ℕ) (W u : ℝ → ℝ) (r : ℝ) : ℝ :=
  e + deriv (deriv u) r / (2 * u r) - (l : ℝ) * (l + 1) / (2 * r ^ 2) - W r

variable {g W : ℝ → ℝ} {e w : ℝ} {l m : ℕ}

/-- A twice continuously differentiable radial factor is differentiable, its slope is
differentiable, and its curvature is continuous. -/
theorem factor_regular (hg : ContDiff ℝ 2 g) :
    Differentiable ℝ g ∧ Differentiable ℝ (deriv g) ∧ Continuous (deriv (deriv g)) := by
  have h : ContDiff ℝ (1 + 1) g := by
    rw [one_add_one_eq_two]
    exact hg
  obtain ⟨h1, -, h2⟩ := contDiff_succ_iff_deriv.mp h
  exact ⟨h1, contDiff_one_iff_deriv.mp h2⟩

/-- The curvature of the orbital `r^m g`, multiplied by `r²`, for a twice continuously
differentiable factor `g`. -/
theorem sq_mul_curvature (hg : ContDiff ℝ 2 g) (m : ℕ) (r : ℝ) :
    r ^ 2 * deriv (deriv (orbital m g)) r =
      r ^ m * ((m : ℝ) * (m - 1) * g r + 2 * m * r * deriv g r
        + r ^ 2 * deriv (deriv g) r) := by
  obtain ⟨h1, h2, -⟩ := factor_regular hg
  -- the product rule, applied twice
  have d1 : deriv (orbital m g) =
      fun x => (m : ℝ) * x ^ (m - 1) * g x + x ^ m * deriv g x := by
    funext x
    exact ((hasDerivAt_pow m x).fun_mul (h1 x).hasDerivAt).deriv
  have d2 : HasDerivAt (fun x => (m : ℝ) * x ^ (m - 1) * g x + x ^ m * deriv g x)
      ((m : ℝ) * (((m - 1 : ℕ) : ℝ) * r ^ (m - 1 - 1)) * g r
        + (m : ℝ) * r ^ (m - 1) * deriv g r
        + ((m : ℝ) * r ^ (m - 1) * deriv g r + r ^ m * deriv (deriv g) r)) r :=
    (((hasDerivAt_pow (m - 1) r).const_mul (m : ℝ)).fun_mul (h1 r).hasDerivAt).fun_add
      ((hasDerivAt_pow m r).fun_mul (h2 r).hasDerivAt)
  rw [d1, d2.deriv]
  -- the powers 0 and 1 are separate because the exponents are natural numbers
  rcases m with _ | _ | k
  · simp only [Nat.zero_sub, Nat.cast_zero]
    ring
  · simp only [zero_add, Nat.sub_self, Nat.zero_sub, Nat.cast_one, Nat.cast_zero]
    ring
  · simp only [Nat.add_sub_cancel]
    push_cast
    ring

/-- For the orbital `r^m g` with `g` twice continuously differentiable, away from the nucleus and
from nodes of `g`, the potential splits into a centrifugal mismatch, a term with `1/r`, and the
remaining terms. -/
theorem ionicPotential_eq (hg : ContDiff ℝ 2 g) {r : ℝ} (hr : r ≠ 0) (hgr : g r ≠ 0) :
    ionicPotential e l W (orbital m g) r =
      e + ((m : ℝ) * (m - 1) - l * (l + 1)) / (2 * r ^ 2) + m * deriv g r / (r * g r)
        + deriv (deriv g) r / (2 * g r) - W r := by
  have hu : deriv (deriv (orbital m g)) r =
      r ^ m * ((m : ℝ) * (m - 1) * g r + 2 * m * r * deriv g r
        + r ^ 2 * deriv (deriv g) r) / r ^ 2 := by
    rw [eq_div_iff (pow_ne_zero 2 hr), mul_comm]
    exact sq_mul_curvature hg m r
  have hp : r ^ m ≠ 0 := pow_ne_zero m hr
  simp only [ionicPotential]
  rw [hu]
  simp only [orbital]
  generalize r ^ m = p at hp ⊢
  field_simp
  ring

/-- If `g` is continuous and does not vanish at the nucleus, then sufficiently close to the
nucleus, at positive radius, it has no node. -/
theorem no_node_near_nucleus (hg : Continuous g) (hg0 : g 0 ≠ 0) :
    ∀ᶠ r in 𝓝[>] (0 : ℝ), r ≠ 0 ∧ g r ≠ 0 := by
  have h : ∀ᶠ r in 𝓝[>] (0 : ℝ), g r ≠ 0 :=
    (hg.continuousAt.eventually_ne hg0).filter_mono nhdsWithin_le_nhds
  filter_upwards [h, self_mem_nhdsWithin] with r h1 h2
  exact ⟨(Set.mem_Ioi.mp h2).ne', h1⟩

/-- For `u = r^m g` with `g` twice continuously differentiable, `g(0) ≠ 0` and `r² W → 0`, the
ionic potential satisfies `r² V → (m(m-1) - l(l+1))/2` at the nucleus. -/
theorem tendsto_sq_mul_ionicPotential (hg : ContDiff ℝ 2 g) (hg0 : g 0 ≠ 0)
    (hW : Tendsto (fun r => r ^ 2 * W r) (𝓝[>] 0) (𝓝 0)) :
    Tendsto (fun r => r ^ 2 * ionicPotential e l W (orbital m g) r) (𝓝[>] 0)
      (𝓝 (((m : ℝ) * (m - 1) - l * (l + 1)) / 2)) := by
  obtain ⟨h1, h2, h3⟩ := factor_regular hg
  have t : Tendsto (fun r : ℝ => r) (𝓝[>] 0) (𝓝 0) := tendsto_id.mono_left nhdsWithin_le_nhds
  have t0 := (h1.continuous.tendsto 0).mono_left (nhdsWithin_le_nhds (s := Set.Ioi 0))
  have t1 := (h2.continuous.tendsto 0).mono_left (nhdsWithin_le_nhds (s := Set.Ioi 0))
  have t2 := (h3.tendsto 0).mono_left (nhdsWithin_le_nhds (s := Set.Ioi 0))
  -- only the centrifugal mismatch survives multiplication by r²
  have key : Tendsto (fun r => r ^ 2 * e + ((m : ℝ) * (m - 1) - l * (l + 1)) / 2
      + (m : ℝ) * r * deriv g r / g r + r ^ 2 * deriv (deriv g) r / (2 * g r) - r ^ 2 * W r)
      (𝓝[>] 0) (𝓝 (((m : ℝ) * (m - 1) - l * (l + 1)) / 2)) := by
    have h := (((((t.pow 2).mul_const e).add_const
      (((m : ℝ) * (m - 1) - l * (l + 1)) / 2)).add
      (((t.const_mul (m : ℝ)).mul t1).div t0 hg0)).add
      (((t.pow 2).mul t2).div (t0.const_mul 2) (mul_ne_zero two_ne_zero hg0))).sub hW
    convert h using 2
    simp
  refine key.congr' ?_
  filter_upwards [no_node_near_nucleus h1.continuous hg0] with r hr
  obtain ⟨hr, hgr⟩ := hr
  rw [ionicPotential_eq hg hr hgr]
  field_simp

end

end TendstoSqMulIonicPotential
```

The error:

```
Main.lean:103:62: error: unsolved goals
case e'_5
g W : ℝ → ℝ
e : ℝ
l m : ℕ
hg : ContDiff ℝ 2 g
hg0 : g 0 ≠ 0
hW : Tendsto (fun r => r ^ 2 * W r) (𝓝[>] 0) (𝓝 0)
h1 : Differentiable ℝ g
h2 : Differentiable ℝ (deriv g)
h3 : Continuous (deriv (deriv g))
t : Tendsto (fun r => r) (𝓝[>] 0) (𝓝 0)
t0 : Tendsto g (𝓝[>] 0) (𝓝 (g 0))
t1 : Tendsto (deriv g) (𝓝[>] 0) (𝓝 (deriv g 0))
t2 : Tendsto (deriv (deriv g)) (𝓝[>] 0) (𝓝 (deriv (deriv g) 0))
h :
  Tendsto
    (fun x =>
      x ^ 2 * e + (↑m * (↑m - 1) - ↑l * (↑l + 1)) / 2 + ((fun x => ↑m * x * deriv g x) / g) x +
          ((fun x => x ^ 2 * deriv (deriv g) x) / fun x => 2 * g x) x -
        x ^ 2 * W x)
    (𝓝[>] 0)
    (𝓝
      (0 ^ 2 * e + (↑m * (↑m - 1) - ↑l * (↑l + 1)) / 2 + ↑m * 0 * deriv g 0 / g 0 +
          0 ^ 2 * deriv (deriv g) 0 / (2 * g 0) -
        0))
⊢ (↑m * (↑m - 1) - ↑l * (↑l + 1)) / 2 =
    0 ^ 2 * e + (↑m * (↑m - 1) - ↑l * (↑l + 1)) / 2 + ↑m * 0 * deriv g 0 / g 0 + 0 ^ 2 * deriv (deriv g) 0 / (2 * g 0) -
      0
```

The repair, with which the file compiles:

```diff
@@ -106,6 +106,5 @@
       (((t.const_mul (m : ℝ)).mul t1).div t0 hg0)).add
       (((t.pow 2).mul t2).div (t0.const_mul 2) (mul_ne_zero two_ne_zero hg0))).sub hW
-    convert h using 2
-    simp
+    convert h using 2 <;> simp
   refine key.congr' ?_
   filter_upwards [no_node_near_nucleus h1.continuous hg0] with r hr
```

What went wrong. The error is an unsolved goal in the proof of `key`, the limit of the sum. The term-by-term limit `h` differs from `key` in two places. Its function contains quotients of functions applied at `x`, where `key` has quotients of values, and its limit still contains terms such as `0 ^ 2 * e` and `↑m * 0 * deriv g 0 / g 0`. `convert h using 2` therefore leaves two goals, one for the functions and one for the limits. The `simp` on the next line acts only on the first goal, that for the functions, and closes it. The equality of the limits, which is the goal in the message, is left with no tactic to prove it.

In the repair, `<;>` runs `simp` on every goal that `convert` leaves. The second goal is then closed too, since the extra terms in the limit are all zero.
